# For Γ ≠ 0, the Breit-Wigner S-matrix with background factor −1 has a simple pole at E₀ − iΓ/2 with residue iΓ

The declaration concerns a single-channel, single-resonance S-matrix at complex energy z, S(z) = −(z − E₀ − iΓ/2)/(z − E₀ + iΓ/2), with E₀ real and Γ real and nonzero, of either sign. The overall minus sign is a constant background factor, so S is 1 at z = E₀ and tends to −1 far from the resonance. The theorem states that S is complex differentiable at every z other than E₀ − iΓ/2, that (z − (E₀ − iΓ/2)) S(z) tends to iΓ as z approaches that point, and that iΓ is nonzero. For the limit, the attempt notes that the continuous function −(z − E₀ − iΓ/2) takes the value iΓ at the pole, then tries to show that it equals the product away from the pole by cancelling the denominator.

This version doesn't compile in Lean 4 with Mathlib:

```lean
import Mathlib

open Filter Topology MeasureTheory
open Complex (I)

namespace SMatrixPole

noncomputable section

/-- The Breit-Wigner S-matrix at complex energy `z`, for `z ≠ E0 - i Γ / 2`. -/
def sMatrix (E0 Γ : ℝ) (z : ℂ) : ℂ :=
  -(z - E0 - I * (Γ / 2)) / (z - E0 + I * (Γ / 2))

/-- For `Γ ≠ 0` the S-matrix is complex differentiable away from `E0 - i Γ / 2`, and there it has
a simple pole with the nonzero residue `i Γ`. -/
theorem sMatrix_pole (E0 : ℝ) {Γ : ℝ} (hΓ : Γ ≠ 0) :
    (∀ z : ℂ, z ≠ E0 - I * (Γ / 2) → DifferentiableAt ℂ (sMatrix E0 Γ) z) ∧
    Tendsto (fun z : ℂ => (z - (E0 - I * (Γ / 2))) * sMatrix E0 Γ z)
      (𝓝[≠] ((E0 : ℂ) - I * (Γ / 2))) (𝓝 (I * Γ)) ∧ I * (Γ : ℂ) ≠ 0 := by
  have hd : ∀ z : ℂ, z ≠ E0 - I * (Γ / 2) → z - E0 + I * (Γ / 2) ≠ 0 :=
    fun z hz h => hz (by linear_combination h)
  refine ⟨fun z hz => ?_, ?_, mul_ne_zero Complex.I_ne_zero (Complex.ofReal_ne_zero.mpr hΓ)⟩
  · have h := hd z hz
    unfold sMatrix
    fun_prop (disch := exact h)
  · -- the factor z - pole cancels the denominator
    have hcont : Continuous (fun z : ℂ => -(z - E0 - I * (Γ / 2))) := by fun_prop
    have e : -((E0 : ℂ) - I * (Γ / 2) - E0 - I * (Γ / 2)) = I * Γ := by ring
    rw [← e]
    refine ((hcont.tendsto _).mono_left nhdsWithin_le_nhds).congr' ?_
    filter_upwards [self_mem_nhdsWithin] with z hz
    rw [sMatrix, show z - ((E0 : ℂ) - I * (Γ / 2)) = z - E0 + I * (Γ / 2) by ring,
      ← mul_div_assoc, mul_div_cancel_left₀ _ (hd z hz)]

end

end SMatrixPole
```

Compiling this gives:

```
Main.lean:33:23: error: Tactic `rewrite` failed: Did not find an occurrence of the pattern
  (z - ↑E0 + I * (↑Γ / 2)) * ?m.455 / (z - ↑E0 + I * (↑Γ / 2))
in the target expression
  -(z - ↑E0 - I * ↑Γ / 2) = (z - ↑E0 + I * ↑Γ / 2) * (-(z - ↑E0 - I * ↑Γ / 2) / (z - ↑E0 + I * ↑Γ / 2))

E0 Γ : ℝ
hΓ : Γ ≠ 0
hd : ∀ (z : ℂ), z ≠ ↑E0 - I * (↑Γ / 2) → z - ↑E0 + I * (↑Γ / 2) ≠ 0
hcont : Continuous fun z => -(z - ↑E0 - I * (↑Γ / 2))
e : -(↑E0 - I * (↑Γ / 2) - ↑E0 - I * (↑Γ / 2)) = I * ↑Γ
z : ℂ
hz : z ∈ {↑E0 - I * (↑Γ / 2)}ᶜ
⊢ -(z - ↑E0 - I * ↑Γ / 2) = (z - ↑E0 + I * ↑Γ / 2) * (-(z - ↑E0 - I * ↑Γ / 2) / (z - ↑E0 + I * ↑Γ / 2))
```

What went wrong. The error is reported at `mul_div_cancel_left₀`, but the rewrite before it caused the trouble. `← mul_div_assoc` turns a term of the form `a * (b / c)` into `a * b / c`. It was meant for the product of the denominator with the S-matrix quotient, but it matched `I * (Γ / 2)` instead and changed its occurrences to `I * Γ / 2`. The product was left as it was, so the goal had no quotient of the form `a * b / a` to cancel. The denominator in the goal also no longer had the same written form as the one in `hd z hz`.

The repair avoids these rewrites. `div_eq_iff`, with the denominator nonzero by `hd z hz`, gives `h`: the numerator equals `sMatrix E0 Γ z` times the denominator. Here `rfl` suffices because `sMatrix` is by definition that quotient. The `show` line restates the goal with `sMatrix` kept folded. `linear_combination h` then closes it, since what remains is ring algebra: the order of the factors and the equality of `z - (E0 - I * (Γ / 2))` with the denominator.

Fix (accepted with no message):

```diff
@@ -30,6 +30,8 @@
     refine ((hcont.tendsto _).mono_left nhdsWithin_le_nhds).congr' ?_
     filter_upwards [self_mem_nhdsWithin] with z hz
-    rw [sMatrix, show z - ((E0 : ℂ) - I * (Γ / 2)) = z - E0 + I * (Γ / 2) by ring,
-      ← mul_div_assoc, mul_div_cancel_left₀ _ (hd z hz)]
+    have h : -(z - E0 - I * (Γ / 2)) = sMatrix E0 Γ z * (z - E0 + I * (Γ / 2)) :=
+      (div_eq_iff (hd z hz)).mp rfl
+    show -(z - E0 - I * (Γ / 2)) = (z - (E0 - I * (Γ / 2))) * sMatrix E0 Γ z
+    linear_combination h
 
 end
```
